# The energy spread of a constrained state is |V| times the spread of its constraint operator

## How far is a constrained state from an eigenstate of H?

I use constrained density functional theory to hold an electron on a donor. The program adds V C to the Hamiltonian H, where C measures the donor population, and adjusts the multiplier V until the population is right. For one converged orbital φ, I then compute its mean energy E = ⟨φ, Hφ⟩, without the V C term. But φ is an eigenstate of H + V C, in general not of H, and V doesn't usually go to zero at convergence. How far is φ from being an eigenstate of H, and is there any level of H near E?

## A distance fixed by V and the spread of C

The energy spread of φ is exactly |V| times the spread of C in φ. If H is Hermitian on a finite-dimensional space, some eigenvalue μ of H lies within this distance of E. With c = ⟨φ, Cφ⟩,

‖Hφ − Eφ‖ = |V| ‖Cφ − cφ‖

|μ − E| ≤ |V| ‖Cφ − cφ‖.

So a large multiplier alone does not make the energy spread large; what counts is its product with the fluctuation of the constrained quantity.

### From the constrained equation to an energy interval

Let φ be a unit vector with

(H + V C)φ = Fφ, V and F real.

Here F is the eigenvalue of the constrained problem, not a free energy or a Fock operator. Taking the inner product with φ gives

F = E + V c.

Put this value of F back into the equation and collect the H terms on the left:

Hφ − Eφ = −V (Cφ − cφ).

Taking norms gives the equality of spreads.

For the eigenvalue, choose an orthonormal eigenbasis b_i of H with H b_i = ε_i b_i. Since H is Hermitian,

⟨b_i, Hφ − Eφ⟩ = (ε_i − E) ⟨b_i, φ⟩.

Summing the squared components gives

‖Hφ − Eφ‖² = Σ_i (ε_i − E)² |⟨b_i, φ⟩|².

The weights |⟨b_i, φ⟩|² add up to 1, so the right side is an average of squared distances. It is at least the smallest of them, (ε_k − E)², where ε_k is the eigenvalue nearest to E. Taking square roots gives the bound with μ = ε_k.

A single component also carries information. If ψ is a unit eigenvector of H with eigenvalue μ, the Cauchy–Schwarz inequality gives

|μ − E| |⟨ψ, φ⟩| ≤ |V| ‖Cφ − cφ‖.

Levels far from E can therefore enter φ only with small amplitude.

Finally, φ is an eigenstate of H exactly when V = 0 or φ is an eigenstate of C. If Hφ = μφ and V ≠ 0, the constrained equation gives Cφ = ((F − μ)/V)φ. Conversely, V = 0 gives Hφ = Fφ, and Cφ = γφ gives Hφ = (F − Vγ)φ.

The Lean file contains these results and a two-level example in which the eigenvalue bound is an equality.

```lean
import Mathlib

open scoped InnerProductSpace

namespace ConstrainedStates

noncomputable section

variable {𝓗 : Type*} [NormedAddCommGroup 𝓗] [InnerProductSpace ℂ 𝓗]

/-- The mean of an operator `A` in the state `φ`: the real part of `⟨φ, A φ⟩`. -/
def mean (A : 𝓗 →ₗ[ℂ] 𝓗) (φ : 𝓗) : ℝ := (⟪φ, A φ⟫_ℂ).re

/-- The spread of an operator `A` in the state `φ`: the norm of `A φ - ⟨A⟩ φ`. -/
def spread (A : 𝓗 →ₗ[ℂ] 𝓗) (φ : 𝓗) : ℝ := ‖A φ - (mean A φ : ℂ) • φ‖

/-- A constrained state: a unit vector `φ` with `(H + V C) φ = F φ`, where the multiplier `V`
and the eigenvalue `F` are real. -/
def IsConstrainedState (H C : 𝓗 →ₗ[ℂ] 𝓗) (V F : ℝ) (φ : 𝓗) : Prop :=
  ‖φ‖ = 1 ∧ (H + (V : ℂ) • C) φ = (F : ℂ) • φ

/-- For a Hermitian operator the mean is the full expectation value `⟨φ, A φ⟩`. -/
theorem coe_mean {A : 𝓗 →ₗ[ℂ] 𝓗} (hA : A.IsSymmetric) (φ : 𝓗) :
    (mean A φ : ℂ) = ⟪φ, A φ⟫_ℂ := by
  unfold mean
  exact Complex.conj_eq_iff_re.mp (by rw [inner_conj_symm]; exact hA φ φ)

/-- In a constrained state the eigenvalue `F` is the mean energy plus `V` times the mean of the
constraint operator. -/
theorem energy_balance {H C : 𝓗 →ₗ[ℂ] 𝓗} {V F : ℝ} {φ : 𝓗}
    (h : IsConstrainedState H C V F φ) : F = mean H φ + V * mean C φ := by
  -- project the constrained equation on φ
  have h1 : ⟪φ, H φ⟫_ℂ + (V : ℂ) * ⟪φ, C φ⟫_ℂ = (F : ℂ) := by
    have h2 := congrArg (fun x => ⟪φ, x⟫_ℂ) h.2
    simp only [LinearMap.add_apply, LinearMap.smul_apply, inner_add_right, inner_smul_right,
      inner_self_eq_norm_sq_to_K, h.1] at h2
    simpa using h2
  have h3 := congrArg Complex.re h1
  simp only [Complex.add_re, Complex.re_ofReal_mul, Complex.ofReal_re] at h3
  exact h3.symm

/-- In a constrained state the energy residual vector is `-V` times the residual vector of the
constraint operator. -/
theorem residual_eq {H C : 𝓗 →ₗ[ℂ] 𝓗} {V F : ℝ} {φ : 𝓗}
    (h : IsConstrainedState H C V F φ) :
    H φ - (mean H φ : ℂ) • φ = (-(V : ℂ)) • (C φ - (mean C φ : ℂ) • φ) := by
  have h1 : H φ + (V : ℂ) • C φ = (F : ℂ) • φ := h.2
  have hF : (F : ℂ) = (mean H φ : ℂ) + (V : ℂ) * (mean C φ : ℂ) := by
    exact_mod_cast energy_balance h
  rw [hF] at h1
  linear_combination (norm := module) h1

/-- For Hermitian `H` with `H ψ = μ ψ`, the component of `(H - E) φ` along `ψ` is `μ - E` times
the overlap of `ψ` with `φ`. -/
theorem inner_residual {H : 𝓗 →ₗ[ℂ] 𝓗} (hH : H.IsSymmetric) {ψ : 𝓗} {μ : ℝ}
    (hψ : H ψ = (μ : ℂ) • ψ) (E : ℝ) (φ : 𝓗) :
    ⟪ψ, H φ - (E : ℂ) • φ⟫_ℂ = ((μ - E : ℝ) : ℂ) * ⟪ψ, φ⟫_ℂ := by
  rw [inner_sub_right, inner_smul_right, ← hH ψ φ, hψ, inner_smul_left, Complex.conj_ofReal]
  push_cast
  ring

/-- For Hermitian `H` in finite dimension, a unit vector `φ` and a real `E`, some eigenvalue of
`H` lies within `‖H φ - E φ‖` of `E`. -/
theorem exists_eigenvalue_near [FiniteDimensional ℂ 𝓗] {H : 𝓗 →ₗ[ℂ] 𝓗}
    (hH : H.IsSymmetric) {φ : 𝓗} (hφ : ‖φ‖ = 1) (E : ℝ) :
    ∃ μ : ℝ, Module.End.HasEigenvalue H (μ : ℂ) ∧ |μ - E| ≤ ‖H φ - (E : ℂ) • φ‖ := by
  obtain ⟨b, ev, hb⟩ : ∃ (b : OrthonormalBasis (Fin (Module.finrank ℂ 𝓗)) ℂ 𝓗)
      (ev : Fin (Module.finrank ℂ 𝓗) → ℝ), ∀ i, H (b i) = (ev i : ℂ) • b i :=
    ⟨hH.eigenvectorBasis rfl, hH.eigenvalues rfl, fun i => hH.apply_eigenvectorBasis rfl i⟩
  have pars : ∀ x : 𝓗, ‖x‖ ^ 2 = ∑ i, ‖⟪b i, x⟫_ℂ‖ ^ 2 := by
    intro x
    rw [← b.repr.norm_map x, EuclideanSpace.norm_sq_eq]
    simp only [b.repr_apply_apply]
  have hne : Nonempty (Fin (Module.finrank ℂ 𝓗)) := by
    by_contra hn
    rw [not_nonempty_iff] at hn
    have h0 := pars φ
    rw [hφ, Finset.univ_eq_empty, Finset.sum_empty] at h0
    norm_num at h0
  -- the eigenvalue nearest to E does the job
  obtain ⟨k, hk⟩ := Finite.exists_min (fun i => |ev i - E|)
  refine ⟨ev k, Module.End.hasEigenvalue_of_hasEigenvector
    ⟨Module.End.mem_eigenspace_iff.mpr (hb k), b.orthonormal.ne_zero k⟩, ?_⟩
  apply (sq_le_sq₀ (abs_nonneg _) (norm_nonneg _)).mp
  calc |ev k - E| ^ 2 = ∑ i, |ev k - E| ^ 2 * ‖⟪b i, φ⟫_ℂ‖ ^ 2 := by
        rw [← Finset.mul_sum, ← pars φ, hφ]
        ring
    _ ≤ ∑ i, ‖⟪b i, H φ - (E : ℂ) • φ⟫_ℂ‖ ^ 2 := by
        apply Finset.sum_le_sum
        intro i _
        rw [inner_residual hH (hb i), norm_mul, mul_pow, Complex.norm_real, Real.norm_eq_abs]
        exact mul_le_mul_of_nonneg_right
          (pow_le_pow_left₀ (abs_nonneg _) (hk i) 2) (sq_nonneg _)
    _ = ‖H φ - (E : ℂ) • φ‖ ^ 2 := (pars _).symm

/-- In a constrained state of a Hermitian `H` in finite dimension, the energy spread equals `|V|`
times the spread of the constraint operator, and some eigenvalue of `H` lies within this distance
of the mean energy. -/
theorem constrained_state_near_eigenvalue [FiniteDimensional ℂ 𝓗] {H C : 𝓗 →ₗ[ℂ] 𝓗}
    (hH : H.IsSymmetric) {V F : ℝ} {φ : 𝓗} (h : IsConstrainedState H C V F φ) :
    spread H φ = |V| * spread C φ ∧
      ∃ μ : ℝ, Module.End.HasEigenvalue H (μ : ℂ) ∧ |μ - mean H φ| ≤ |V| * spread C φ := by
  have hs : spread H φ = |V| * spread C φ := by
    unfold spread
    rw [residual_eq h, norm_smul, norm_neg, Complex.norm_real, Real.norm_eq_abs]
  refine ⟨hs, ?_⟩
  rw [← hs]
  exact exists_eigenvalue_near hH h.1 (mean H φ)

/-- A constrained state is an eigenstate of `H` exactly when the multiplier `V` vanishes or the
state is an eigenstate of the constraint operator. -/
theorem eigenstate_iff {H C : 𝓗 →ₗ[ℂ] 𝓗} {V F : ℝ} {φ : 𝓗}
    (h : IsConstrainedState H C V F φ) :
    (∃ μ : ℂ, H φ = μ • φ) ↔ V = 0 ∨ ∃ γ : ℂ, C φ = γ • φ := by
  have h1 : H φ + (V : ℂ) • C φ = (F : ℂ) • φ := h.2
  constructor
  · rintro ⟨μ, hμ⟩
    by_cases hV : V = 0
    · exact Or.inl hV
    · have hV' : (V : ℂ) ≠ 0 := Complex.ofReal_ne_zero.mpr hV
      have h2 : (V : ℂ) • C φ = ((F : ℂ) - μ) • φ := by
        rw [hμ] at h1
        linear_combination (norm := module) h1
      exact Or.inr ⟨(V : ℂ)⁻¹ * ((F : ℂ) - μ), by rw [mul_smul, ← h2, inv_smul_smul₀ hV']⟩
  · rintro (hV | ⟨γ, hγ⟩)
    · exact ⟨(F : ℂ), by rw [← h1, hV, Complex.ofReal_zero, zero_smul, add_zero]⟩
    · refine ⟨(F : ℂ) - (V : ℂ) * γ, ?_⟩
      rw [hγ] at h1
      linear_combination (norm := module) h1

/-- For Hermitian `H` in finite dimension and a unit eigenvector `ψ` of energy `μ`, the overlap of
`ψ` with a constrained state, times the distance of `μ` from the mean energy, is at most `|V|`
times the spread of the constraint operator. -/
theorem overlap_bound [FiniteDimensional ℂ 𝓗] {H C : 𝓗 →ₗ[ℂ] 𝓗} (hH : H.IsSymmetric)
    {V F μ : ℝ} {φ ψ : 𝓗} (h : IsConstrainedState H C V F φ) (hn : ‖ψ‖ = 1)
    (hψ : H ψ = (μ : ℂ) • ψ) :
    |μ - mean H φ| * ‖⟪ψ, φ⟫_ℂ‖ ≤ |V| * spread C φ := by
  rw [← (constrained_state_near_eigenvalue hH h).1]
  have h1 := norm_inner_le_norm (𝕜 := ℂ) ψ (H φ - (mean H φ : ℂ) • φ)
  rw [inner_residual hH hψ, norm_mul, Complex.norm_real, Real.norm_eq_abs, hn, one_mul] at h1
  exact h1

/-- The two-level operator with real matrix rows `(a, b)` and `(b, d)`. -/
def twoLevel (a b d : ℝ) : EuclideanSpace ℂ (Fin 2) →ₗ[ℂ] EuclideanSpace ℂ (Fin 2) where
  toFun x := !₂[(a : ℂ) * x 0 + b * x 1, (b : ℂ) * x 0 + d * x 1]
  map_add' x y := by ext i; fin_cases i <;> simp <;> ring
  map_smul' c x := by ext i; fin_cases i <;> simp <;> ring

/-- The first basis state of the two-level system. -/
def siteState : EuclideanSpace ℂ (Fin 2) := !₂[1, 0]

/-- Two-level operators with real symmetric matrices are Hermitian. -/
theorem twoLevel_isSymmetric (a b d : ℝ) : (twoLevel a b d).IsSymmetric := by
  intro x y
  simp [twoLevel, PiLp.inner_apply, Fin.sum_univ_two]
  ring

/-- For every real `V`, the first basis state is a constrained state of the two-level Hamiltonian
with zero diagonal and coupling `-V`, for the constraint operator with rows `(1, 1)` and `(1, -1)`;
the constraint operator has spread one in this state, and every real eigenvalue of the Hamiltonian
lies exactly `|V|` times this spread from the mean energy. -/
theorem bound_attained_witness (V : ℝ) :
    IsConstrainedState (twoLevel 0 (-V) 0) (twoLevel 1 1 (-1)) V V siteState ∧
      spread (twoLevel 1 1 (-1)) siteState = 1 ∧
      ∀ μ : ℝ, Module.End.HasEigenvalue (twoLevel 0 (-V) 0) (μ : ℂ) →
        |μ - mean (twoLevel 0 (-V) 0) siteState|
          = |V| * spread (twoLevel 1 1 (-1)) siteState := by
  have hC : mean (twoLevel 1 1 (-1)) siteState = 1 := by
    simp [mean, siteState, twoLevel, PiLp.inner_apply, Fin.sum_univ_two]
  have hE : mean (twoLevel 0 (-V) 0) siteState = 0 := by
    simp [mean, siteState, twoLevel, PiLp.inner_apply, Fin.sum_univ_two]
  have hS : spread (twoLevel 1 1 (-1)) siteState = 1 := by
    unfold spread
    rw [hC, EuclideanSpace.norm_eq]
    simp [siteState, twoLevel, Fin.sum_univ_two]
  refine ⟨⟨?_, ?_⟩, hS, ?_⟩
  · simp [siteState, EuclideanSpace.norm_eq, Fin.sum_univ_two]
  · ext i
    fin_cases i <;> simp [siteState, twoLevel]
  · intro μ hμ
    obtain ⟨x, hx⟩ := hμ.exists_hasEigenvector
    have h0 : -(V : ℂ) * x 1 = μ * x 0 := by
      simpa [twoLevel] using
        congrArg (fun y : EuclideanSpace ℂ (Fin 2) => y 0) hx.apply_eq_smul
    have h1 : -(V : ℂ) * x 0 = μ * x 1 := by
      simpa [twoLevel] using
        congrArg (fun y : EuclideanSpace ℂ (Fin 2) => y 1) hx.apply_eq_smul
    -- the secular equation μ² = V²
    have hsq : (μ : ℂ) ^ 2 = (V : ℂ) ^ 2 := by
      by_contra hne
      have hs : (μ : ℂ) ^ 2 - (V : ℂ) ^ 2 ≠ 0 := sub_ne_zero.mpr hne
      have hx0 : ((μ : ℂ) ^ 2 - (V : ℂ) ^ 2) * x 0 = 0 := by
        linear_combination -(μ : ℂ) * h0 + (V : ℂ) * h1
      have hx1 : ((μ : ℂ) ^ 2 - (V : ℂ) ^ 2) * x 1 = 0 := by
        linear_combination -(μ : ℂ) * h1 + (V : ℂ) * h0
      apply hx.2
      ext i
      fin_cases i
      · exact (mul_eq_zero.mp hx0).resolve_left hs
      · exact (mul_eq_zero.mp hx1).resolve_left hs
    have hr : μ ^ 2 = V ^ 2 := by exact_mod_cast hsq
    rw [hE, hS, sub_zero, mul_one]
    exact (sq_eq_sq_iff_abs_eq_abs μ V).mp hr

end

end ConstrainedStates
```

```lean
#print axioms ConstrainedStates.constrained_state_near_eigenvalue
-- 'ConstrainedStates.constrained_state_near_eigenvalue' depends on axioms: [propext, Classical.choice, Quot.sound]
#print axioms ConstrainedStates.eigenstate_iff
-- 'ConstrainedStates.eigenstate_iff' depends on axioms: [propext, Classical.choice, Quot.sound]
#print axioms ConstrainedStates.overlap_bound
-- 'ConstrainedStates.overlap_bound' depends on axioms: [propext, Classical.choice, Quot.sound]
#print axioms ConstrainedStates.twoLevel_isSymmetric
-- 'ConstrainedStates.twoLevel_isSymmetric' depends on axioms: [propext, Classical.choice, Quot.sound]
```

### H, C and φ as Lean objects

The state space `𝓗` is a complex inner product space, and H and C are linear maps on it. Finite Hermitian matrices are the case where these maps are written in an orthonormal basis. The hypothesis `H.IsSymmetric` says ⟨Hx, y⟩ = ⟨x, Hy⟩ for all x and y, which is Hermiticity. The inner product is linear in its second argument.

`mean A φ` is the real part of ⟨φ, Aφ⟩, and `coe_mean` shows that for Hermitian A this is the whole expectation value. `spread A φ` is ‖Aφ − ⟨A⟩φ‖, the usual standard deviation when A is Hermitian and φ is normalised. `IsConstrainedState H C V F φ` collects the unit norm and the constrained equation.

The main theorem, `constrained_state_near_eigenvalue`, takes a finite-dimensional space, a Hermitian H and a constrained state. It concludes that the two spreads are related by |V| and that a real μ exists which is an eigenvalue of H and lies within |V| times the spread of C from the mean energy. C is not required to be Hermitian, though a population operator is.

The theorem doesn't identify the nearby eigenvalue as the ground-state energy, and it doesn't place φ close to one eigenvector: φ may mix several levels near E. The constrained equation is assumed. It stands for the stationarity condition of the energy at fixed norm and fixed ⟨C⟩, with V as the multiplier of the constraint. Whether some V reaches a given target population is a separate matter.

The step from this model to your calculation is the choice of H. A Kohn–Sham Hamiltonian depends on the density, whereas here H is one fixed operator. For a converged constrained orbital, H has to be the Kohn–Sham operator evaluated at the constrained density. E is then the mean of that operator in one orbital, not the total energy of the density functional, and c is the donor population of that orbital, whereas the constraint fixes the total over the occupied orbitals. The μ near E is an orbital energy of the same operator, not a level of the unconstrained calculation or a many-electron excitation energy.

### Projection, subtraction and the eigenbasis in the proof

`energy_balance` applies ⟨φ, ·⟩ to both sides of the constrained equation and takes real parts, which gives F = E + V c. `residual_eq` substitutes this value, and `linear_combination` with the `module` normaliser does the vector subtraction. Hermiticity is not needed in either lemma.

`inner_residual` computes the component of the residual along an eigenvector by moving H to the left side of the inner product. `exists_eigenvalue_near` uses it for any real E. It takes the eigenbasis `b` with real eigenvalues `ev`, proves the sum of squared components as `pars`, and picks the index `k` that minimises |ev i − E|. The `calc` block is the averaging argument: the smallest squared distance times total weight 1, then a term-by-term comparison, then the squared norm of the residual. `sq_le_sq₀` removes the squares.

The main theorem takes the norm of `residual_eq` for its first part and applies `exists_eigenvalue_near` at the mean energy for its second. `overlap_bound` combines `inner_residual` with Cauchy–Schwarz, and `eigenstate_iff` follows the two directions given above.

The example `bound_attained_witness` uses, with matrix rows separated by semicolons,

H = (0, −V; −V, 0), C = (1, 1; 1, −1), φ = (1, 0).

Then Hφ = (0, −V) and Cφ = (1, 1), so (H + V C)φ = Vφ. The mean energy is 0, the mean of C is 1 and the spread of C is 1. For an eigenvector x of H, the two component equations combine to (μ² − V²)x = 0, so μ² = V² and every eigenvalue lies exactly |V| from E. The Hamiltonian changes with V here: the example is a family of models, not one molecule with a varying multiplier. Its C has eigenvalues ±√2, so it is a general Hermitian constraint operator, not a donor population.

### A donor orbital with population 0.9

With H fixed, a constrained state can be sought by diagonalising H + V C for a trial V and changing V until the population meets its target. A density-functional program also has to make H consistent with the density, and programs nest these loops in different ways. Once V and φ have converged, the product Cφ gives both c = ⟨φ, Cφ⟩ and the spread of C:

(spread of C)² = ‖Cφ‖² − c².

In a non-orthogonal basis with overlap matrix S and coefficient vector v, normalised by v†Sv = 1, the same quantity is

(spread of C)² = v†C S⁻¹C v − c²,

where C now denotes the matrix of basis-function elements.

Suppose C is an orthogonal projector onto the donor orbitals. Then C² = C, and the spread is √(c(1 − c)). For an orbital with c = 0.9 it is 0.3. If the converged multiplier is V = −0.1 hartree, the energy spread is 0.03 hartree, about 0.8 eV, and at least one orbital energy of H lies between E − 0.03 and E + 0.03 hartree. An eigenstate of H that lies 0.1 hartree from E has an overlap of at most 0.3 with φ, hence a weight of at most 0.09.

For electronic structure work in a finite basis, with H held fixed at the constrained density, the multiplier and the spread of C in an orbital give a window around E that contains at least one orbital energy of H.
